# The summed third moment tensor of four unit vectors pointing to the vertices of a regular tetrahedron has squared norm 32/9

Four unit vectors in real three-dimensional space point to the vertices of a regular tetrahedron, so any two distinct ones have scalar product -1/3. Their third moment tensor adds up the products of three components over the four vectors with equal weight, and the lemma says that the squares of all its components sum to 32/9. The tensor is a sum and not an average; dividing it by four would give the squared norm 2/9. The statement is pure geometry, with no wave function or Hamiltonian in it. The proof rewrites the squared norm as the sum of the cubed scalar products over all ordered pairs, puts in the known scalar products, and leaves the arithmetic to `norm_num`.

An attempt in Lean 4 with a fault in it:

```lean
import Mathlib

open Matrix

namespace ThirdMomentNormSqEq

noncomputable section

/-- Four vectors point to the vertices of a regular tetrahedron: they have unit length and
any two distinct ones have scalar product `-1/3`. -/
def IsRegularTetrahedron (u : Fin 4 → Fin 3 → ℝ) : Prop :=
  ∀ k l, u k ⬝ᵥ u l = if k = l then 1 else -1 / 3

/-- The third moment tensor of a finite family of points. -/
def thirdMoment {ι : Type*} [Fintype ι] (x : ι → Fin 3 → ℝ) (a b c : Fin 3) : ℝ :=
  ∑ k, x k a * x k b * x k c

/-- The squared norm of the third moment tensor, the sum of its squared components. -/
def thirdMomentNormSq {ι : Type*} [Fintype ι] (x : ι → Fin 3 → ℝ) : ℝ :=
  ∑ a, ∑ b, ∑ c, thirdMoment x a b c ^ 2

/-- The squared norm of the third moment tensor is the sum of the cubed scalar products over
all ordered pairs of points. -/
theorem thirdMomentNormSq_eq_sum {ι : Type*} [Fintype ι] (x : ι → Fin 3 → ℝ) :
    thirdMomentNormSq x = ∑ k, ∑ l, (x k ⬝ᵥ x l) ^ 3 := by
  simp only [thirdMomentNormSq, thirdMoment, dotProduct, Fin.sum_univ_three, sq,
    Finset.sum_mul_sum, ← Finset.sum_add_distrib]
  refine Finset.sum_congr rfl fun k _ => Finset.sum_congr rfl fun l _ => ?_
  ring

/-- The third moment tensor of a single regular tetrahedron of unit vectors has squared norm `32/9`.
-/
theorem IsRegularTetrahedron.thirdMomentNormSq_eq {u : Fin 4 → Fin 3 → ℝ}
    (hu : IsRegularTetrahedron u) : thirdMomentNormSq u = 32 / 9 := by
  have g : ∀ k l, u k ⬝ᵥ u l = if k = l then 1 else -1 / 3 := hu
  rw [thirdMomentNormSq_eq_sum]
  simp only [g, Fin.sum_univ_four]
  norm_num

end

end ThirdMomentNormSqEq
```

Lean reports:

```
Main.lean:34:68: error: unsolved goals
u : Fin 4 → Fin 3 → ℝ
hu : IsRegularTetrahedron u
g : ∀ (k l : Fin 4), u k ⬝ᵥ u l = if k = l then 1 else -1 / 3
⊢ ((26 / 27 + if 0 = 2 then 1 else -(1 / 27)) + if 0 = 3 then 1 else -(1 / 27)) +
          ((26 / 27 + if 1 = 2 then 1 else -(1 / 27)) + if 1 = 3 then 1 else -(1 / 27)) +
        (((if 2 = 0 then 1 else -(1 / 27)) + if 2 = 1 then 1 else -(1 / 27)) + 1 + if 2 = 3 then 1 else -(1 / 27)) +
      ((((if 3 = 0 then 1 else -(1 / 27)) + if 3 = 1 then 1 else -(1 / 27)) + if 3 = 2 then 1 else -(1 / 27)) + 1) =
    32 / 9
```

Lean accepts the file once it reads:

```diff
@@ -35,5 +35,5 @@
   have g : ∀ k l, u k ⬝ᵥ u l = if k = l then 1 else -1 / 3 := hu
   rw [thirdMomentNormSq_eq_sum]
-  simp only [g, Fin.sum_univ_four]
+  simp only [g, Fin.sum_univ_four, Fin.reduceEq, reduceIte]
   norm_num
 
```

The one error, `unsolved goals`, shows what is left after `norm_num`: a sum that still contains terms such as `if 0 = 2 then 1 else -(1 / 27)`. The numbers compared there are indices in `Fin 4`. The `simp only` just before `norm_num` put in the scalar products through `g` and wrote out the sums, but it had nothing to decide whether two different index literals are equal. `norm_num` cubed the values and settled `0 = 1` and `1 = 0`, for which there are general simp lemmas. It left the others, such as `0 = 2` and `2 = 3`, undecided: its own way of proving two numerals different needs a type of characteristic zero, and `Fin 4`, where numbers wrap around at four, is not one. So it could not add up the sum.

The repair adds two simplification procedures to the `simp only` call. `Fin.reduceEq` decides equations between literals in `Fin 4`, and `reduceIte` then replaces each `if` by the branch that applies. Only numbers remain for `norm_num`: four terms equal to 1 and twelve equal to -1/27, which add up to 32/9.
